# The rotating-wave approximation overestimates the ground energy of a truncated spin–mode model when w > 0 and 0 < g² ≤ wD

A code that drops the counter-rotating terms between a two-level system and a mode can report a ground energy that is too high, and a cutoff test will not reveal it: for level splitting \(D\), mode frequency \(w>0\) and coupling \(g\) with \(0<g^2\le wD\), the approximate energy is the same at every cutoff of two or more levels. The choice of starting state also needs care within the approximation. If \(g^2>wD\), the state with the spin down and the mode empty is not a ground state of the approximate Hamiltonian, so a run initialised there does not start at that Hamiltonian's lowest energy.

## Two ground energies and the gap between them

Let \(D\) be the level splitting, \(w\) the mode frequency and \(g\) the coupling, with \(\hbar=1\). The mode has levels \(0,\dots,m+1\), with \(m\ge 0\), and annihilation operator \(b\). The spin has lowering operator \(s_-\), raising operator \(s_+=s_-^\dagger\) and inversion \(Z=2s_+s_--1\). The Jaynes–Cummings and Rabi Hamiltonians are

\[
H_{\rm JC}=\tfrac D2 Z+w\,b^\dagger b+g(s_+b+b^\dagger s_-),\qquad
H_{\rm R}=H_{\rm JC}+g(s_+b^\dagger+b\,s_-).
\]

For \(w>0\), the lowest eigenvalue of \(H_{\rm JC}\) is \(-D/2\) if and only if \(g^2\le wD\). For \(g\neq0\), the lowest eigenvalue \(E_{\rm R}\) of \(H_{\rm R}\) satisfies

\[
E_{\rm R}\le \tfrac w2-R<-\tfrac D2,\qquad R=\sqrt{\tfrac{(D+w)^2}{4}+g^2}.
\]

Where both results apply, subtraction shows that the rotating-wave energy is too high by at least \(R-(D+w)/2\). With \(D=w=1\) and \(g=1/2\), the Jaynes–Cummings value is \(-0.5\), while the Rabi value is at most \(-0.618\).

## Checking an initial state and a computed eigenvalue

For \(w>0\), the condition \(g^2\le wD\) is a cheap check before the state with the spin down and the mode empty is used as a Jaynes–Cummings ground state. The Rabi bound gives a test for a diagonalisation routine. If the code uses \(H_{\rm R}\) as written above, with the same zero of energy, a computed lowest eigenvalue clearly above \(w/2-R\) points to a missing term, a wrong matrix element or an unconverged solver. A code that writes the spin term as \(D\,s_+s_-\), or adds the zero-point energy \(w/2\), has shifted eigenvalues, and the bound must be shifted by the same constant.

## One completed square and two trial states

Write \(|\mathrm e,n\rangle\) and \(|\mathrm g,n\rangle\) for the excited and ground spin states with \(n\) photons; the upright g is a label, not the coupling. All matrices are real, so real vectors suffice.

**Variational bound.** Expand \(v=\sum_k c_ku_k\) in orthonormal eigenvectors of a real symmetric \(H\) with eigenvalues \(E_k\). If \(E\) is the smallest of them, then

\[
\langle v,Hv\rangle=\sum_kE_kc_k^2\ge E\|v\|^2.
\]

**Sufficiency of \(g^2\le wD\).** Inserting \(Z=2s_+s_--1\) gives

\[
\langle v,H_{\rm JC}v\rangle=-\tfrac D2\|v\|^2+D\|s_-v\|^2+w\|bv\|^2+2g\langle s_-v,bv\rangle.
\]

Multiply by \(w\) and complete the square:

\[
w\left(\langle v,H_{\rm JC}v\rangle+\tfrac D2\|v\|^2\right)
=\|w\,bv+g\,s_-v\|^2+(wD-g^2)\|s_-v\|^2.
\]

If \(w>0\) and \(g^2\le wD\), the right side is non-negative, so no eigenvalue lies below \(-D/2\). Both \(b\) and \(s_-\) annihilate \(|\mathrm g,0\rangle\), hence \(H_{\rm JC}|\mathrm g,0\rangle=-\tfrac D2|\mathrm g,0\rangle\), and the value is attained.

**Necessity.** Take \(t=w|\mathrm e,0\rangle-g|\mathrm g,1\rangle\). Then \(s_-t=w|\mathrm g,0\rangle\) and \(bt=-g|\mathrm g,0\rangle\), so the square vanishes. Since \(\|t\|^2=w^2+g^2\), the normalised energy is

\[
\frac{\langle t,H_{\rm JC}t\rangle}{\|t\|^2}=-\frac D2+\frac{w(wD-g^2)}{w^2+g^2}.
\]

If \(-D/2\) is the ground energy, the last term is non-negative, and \(w>0\) gives \(g^2\le wD\).

**Counter-rotating terms.** These terms couple \(|\mathrm g,0\rangle\) to \(|\mathrm e,1\rangle\). In that order, the corresponding block of \(H_{\rm R}\) is

\[
\begin{pmatrix}-D/2&g\\ g&D/2+w\end{pmatrix},
\]

with lower eigenvalue \(w/2-R\) and eigenvector \(v=g|\mathrm g,0\rangle+y|\mathrm e,1\rangle\), where \(y=(D+w)/2-R\). Squaring \(y\) gives \(y^2=(D+w)y+g^2\). Therefore

\[
\langle v,H_{\rm R}v\rangle=-\tfrac D2(g^2+y^2)+(D+w)y^2+2g^2y
=\left(-\tfrac D2+y\right)(g^2+y^2).
\]

Dividing by \(\|v\|^2=g^2+y^2>0\) gives the energy \(-D/2+y=w/2-R\), which bounds \(E_{\rm R}\) from above. Because \(g\ne0\), \(R>|D+w|/2\ge(D+w)/2\), so \(y<0\) and the bound lies strictly below \(-D/2\).

## The Lean file

```lean
import Mathlib

open Matrix
open scoped Kronecker

namespace RotatingWaveGroundState

noncomputable section

/-- `E` is the least real eigenvalue of the real matrix `H`; for symmetric `H` this is the ground
energy. -/
def IsGroundEnergy {n : Type*} [Fintype n] (H : Matrix n n ℝ) (E : ℝ) : Prop :=
  IsLeast {e : ℝ | ∃ v : n → ℝ, v ≠ 0 ∧ H *ᵥ v = e • v} E

/-- The annihilation operator of a mode truncated to `m + 2` levels, in the number basis. -/
def annihilation (m : ℕ) : Matrix (Fin (m + 2)) (Fin (m + 2)) ℝ :=
  Matrix.of fun i j => if (j : ℕ) = (i : ℕ) + 1 then √((j : ℕ) : ℝ) else 0

/-- The mode operator `b` on the joint space; spin index 0 is excited, 1 is ground. -/
def mode (m : ℕ) : Matrix (Fin 2 × Fin (m + 2)) (Fin 2 × Fin (m + 2)) ℝ :=
  (1 : Matrix (Fin 2) (Fin 2) ℝ) ⊗ₖ annihilation m

/-- The spin lowering operator `s₋` on the joint space. -/
def lower (m : ℕ) : Matrix (Fin 2 × Fin (m + 2)) (Fin 2 × Fin (m + 2)) ℝ :=
  !![0, 0; 1, 0] ⊗ₖ (1 : Matrix (Fin (m + 2)) (Fin (m + 2)) ℝ)

/-- The Jaynes-Cummings Hamiltonian `(D/2) Z + w b†b + g (s₊ b + b† s₋)`, with the
inversion written as `Z = 2 s₊ s₋ - 1`. -/
def jaynesCummings (m : ℕ) (D w g : ℝ) :
    Matrix (Fin 2 × Fin (m + 2)) (Fin 2 × Fin (m + 2)) ℝ :=
  (D / 2) • ((2 : ℝ) • ((lower m)ᵀ * lower m) - 1) + w • ((mode m)ᵀ * mode m)
    + g • ((lower m)ᵀ * mode m + (mode m)ᵀ * lower m)

/-- The Rabi Hamiltonian: Jaynes-Cummings plus the counter-rotating terms
`g (s₊ b† + b s₋)`. -/
def rabi (m : ℕ) (D w g : ℝ) : Matrix (Fin 2 × Fin (m + 2)) (Fin 2 × Fin (m + 2)) ℝ :=
  jaynesCummings m D w g + g • ((lower m)ᵀ * (mode m)ᵀ + mode m * lower m)

/-- Each spectral value of a real symmetric matrix has a nonzero eigenvector. -/
lemma exists_eigenvector {n : Type*} [Fintype n] [DecidableEq n] {A : Matrix n n ℝ}
    (hA : A.IsHermitian) (i : n) : ∃ v : n → ℝ, v ≠ 0 ∧ A *ᵥ v = hA.eigenvalues i • v := by
  refine ⟨(hA.eigenvectorBasis i).ofLp, fun h0 => ?_, hA.mulVec_eigenvectorBasis i⟩
  apply hA.eigenvectorBasis.orthonormal.ne_zero i
  ext k
  exact congrFun h0 k

/-- A real symmetric matrix on a nonempty finite basis has a ground energy. -/
theorem exists_groundEnergy {n : Type*} [Fintype n] [DecidableEq n] [Nonempty n]
    {H : Matrix n n ℝ} (hH : Hᵀ = H) : ∃ E, IsGroundEnergy H E := by
  have hA : H.IsHermitian := by
    rw [Matrix.IsHermitian, conjTranspose_eq_transpose_of_trivial, hH]
  have hfin : {e : ℝ | ∃ v : n → ℝ, v ≠ 0 ∧ H *ᵥ v = e • v}.Finite := by
    refine (Module.End.finite_hasEigenvalue H.mulVecLin).subset ?_
    rintro e ⟨v, hv, he⟩
    exact Module.End.hasEigenvalue_of_hasEigenvector
      (x := v) ⟨Module.End.mem_eigenspace_iff.mpr he, hv⟩
  obtain ⟨E, hE, hmin⟩ := Set.exists_min_image _ id hfin
    ⟨_, exists_eigenvector hA (Classical.arbitrary n)⟩
  exact ⟨E, hE, fun x hx => hmin x hx⟩

/-- Variational principle: for a real symmetric `H` with ground energy `E`, every vector
satisfies `E ⟨v, v⟩ ≤ ⟨v, H v⟩`. -/
theorem variational {n : Type*} [Fintype n] [DecidableEq n] {H : Matrix n n ℝ}
    (hH : Hᵀ = H) {E : ℝ} (hE : IsGroundEnergy H E) (v : n → ℝ) :
    E * (v ⬝ᵥ v) ≤ v ⬝ᵥ (H *ᵥ v) := by
  have hA : (H - E • (1 : Matrix n n ℝ)).IsHermitian := by
    rw [Matrix.IsHermitian, conjTranspose_eq_transpose_of_trivial,
      transpose_sub, transpose_smul, transpose_one, hH]
  -- the shifted matrix has no negative eigenvalue
  have hp := hA.posSemidef_iff_eigenvalues_nonneg.mpr (fun i => by
    obtain ⟨u, hu, h⟩ := exists_eigenvector hA i
    rw [sub_mulVec, smul_mulVec, one_mulVec] at h
    have hle : E ≤ E + hA.eigenvalues i :=
      hE.2 ⟨u, hu, by rw [add_smul, ← h]; abel⟩
    show (0 : ℝ) ≤ hA.eigenvalues i
    linarith)
  have h := hp.dotProduct_mulVec_nonneg v
  rw [star_trivial, sub_mulVec, smul_mulVec, one_mulVec,
    dotProduct_sub, dotProduct_smul, smul_eq_mul] at h
  linarith

/-- `s₋` takes the excited spin state to the ground state at fixed photon number, and
annihilates the spin ground state. -/
lemma lower_action (m : ℕ) (n : Fin (m + 2)) :
    lower m *ᵥ Pi.single (0, n) 1 = Pi.single (1, n) 1 ∧
      lower m *ᵥ Pi.single (1, n) 1 = 0 := by
  constructor <;> ext ⟨i, k⟩ <;> rw [mulVec_single_one] <;> fin_cases i <;>
    simp [lower, Matrix.one_apply, Pi.single_apply]

/-- `b` annihilates the vacuum and takes one photon to the vacuum. -/
lemma mode_action (m : ℕ) (s : Fin 2) :
    mode m *ᵥ Pi.single (s, 0) 1 = 0 ∧
      mode m *ᵥ Pi.single (s, 1) 1 = Pi.single (s, 0) 1 := by
  constructor <;> ext ⟨i, k⟩ <;> rw [mulVec_single_one]
  · simp [mode, annihilation]
  · by_cases hk : k = 0
    · simp [mode, annihilation, Matrix.one_apply, Pi.single_apply, hk]
    · have hk' : (k : ℕ) ≠ 0 := fun h => hk (Fin.ext h)
      simp [mode, annihilation, hk, hk']

/-- The Jaynes-Cummings energy form is
`-D/2 ‖v‖² + D ‖s₋ v‖² + w ‖b v‖² + 2g ⟨s₋ v, b v⟩`. -/
theorem jc_energy (m : ℕ) (D w g : ℝ) (v : Fin 2 × Fin (m + 2) → ℝ) :
    v ⬝ᵥ (jaynesCummings m D w g *ᵥ v) = -(D / 2) * (v ⬝ᵥ v)
      + D * ((lower m *ᵥ v) ⬝ᵥ (lower m *ᵥ v)) + w * ((mode m *ᵥ v) ⬝ᵥ (mode m *ᵥ v))
      + 2 * g * ((lower m *ᵥ v) ⬝ᵥ (mode m *ᵥ v)) := by
  have quad : ∀ A C : Matrix (Fin 2 × Fin (m + 2)) (Fin 2 × Fin (m + 2)) ℝ,
      v ⬝ᵥ ((Aᵀ * C) *ᵥ v) = (A *ᵥ v) ⬝ᵥ (C *ᵥ v) := fun A C => by
    rw [← mulVec_mulVec, dotProduct_mulVec, vecMul_transpose]
  simp only [jaynesCummings, add_mulVec, sub_mulVec, smul_mulVec, one_mulVec,
    dotProduct_add, dotProduct_sub, dotProduct_smul, smul_eq_mul, quad]
  rw [dotProduct_comm (mode m *ᵥ v) (lower m *ᵥ v)]
  ring

/-- Both Hamiltonians are real symmetric matrices. -/
lemma symmetric (m : ℕ) (D w g : ℝ) :
    (jaynesCummings m D w g)ᵀ = jaynesCummings m D w g ∧
      (rabi m D w g)ᵀ = rabi m D w g := by
  have h : (jaynesCummings m D w g)ᵀ = jaynesCummings m D w g := by
    simp only [jaynesCummings, transpose_add, transpose_sub, transpose_smul,
      transpose_mul, transpose_transpose, transpose_one]
    module
  refine ⟨h, ?_⟩
  simp only [rabi, transpose_add, h, transpose_smul, transpose_mul, transpose_transpose]
  module

/-- For `w > 0`, the Jaynes-Cummings ground energy is `-D/2` exactly when `g² ≤ w D`. -/
theorem jc_groundEnergy_iff (m : ℕ) (D g : ℝ) {w : ℝ} (hw : 0 < w) :
    IsGroundEnergy (jaynesCummings m D w g) (-(D / 2)) ↔ g ^ 2 ≤ w * D := by
  constructor
  · intro h
    -- trial state w|e,0⟩ - g|g,1⟩, annihilated by w b + g s₋
    obtain ⟨t, ht⟩ : ∃ t : Fin 2 × Fin (m + 2) → ℝ,
      t = w • Pi.single (0, 0) 1 - g • Pi.single (1, 1) 1 := ⟨_, rfl⟩
    have hS : lower m *ᵥ t = w • Pi.single (1, 0) 1 := by
      simp only [ht, mulVec_sub, mulVec_smul, lower_action, smul_zero, sub_zero]
    have hB : mode m *ᵥ t = (-g) • Pi.single (1, 0) 1 := by
      simp only [ht, mulVec_sub, mulVec_smul, mode_action, smul_zero, zero_sub, neg_smul]
    have h1 : (Pi.single (1, 0) 1 : Fin 2 × Fin (m + 2) → ℝ) ⬝ᵥ Pi.single (1, 0) 1 = 1 := by
      simp
    have hv := variational (symmetric m D w g).1 h t
    rw [jc_energy, hS, hB] at hv
    simp only [dotProduct_smul, smul_dotProduct, h1, smul_eq_mul] at hv
    have h2 : 0 ≤ w * (w * D - g ^ 2) := by linarith
    have h3 := (mul_nonneg_iff_of_pos_left hw).mp h2
    linarith
  · intro h
    have hnn : ∀ u : Fin 2 × Fin (m + 2) → ℝ, 0 ≤ u ⬝ᵥ u :=
      fun u => Finset.sum_nonneg fun i _ => mul_self_nonneg (u i)
    refine ⟨⟨Pi.single (1, 0) 1, fun h0 => ?_, ?_⟩, ?_⟩
    · have := congrFun h0 (1, 0)
      simp at this
    · simp only [jaynesCummings, add_mulVec, sub_mulVec, smul_mulVec, one_mulVec,
        ← mulVec_mulVec, lower_action, mode_action, mulVec_zero]
      module
    · rintro e ⟨v, hv, he⟩
      have hpos : 0 < v ⬝ᵥ v :=
        lt_of_le_of_ne (hnn v) fun h0 => hv (dotProduct_self_eq_zero.mp h0.symm)
      have hq := jc_energy m D w g v
      rw [he, dotProduct_smul, smul_eq_mul] at hq
      -- complete the square with w b + g s₋
      have h1 := hnn (w • (mode m *ᵥ v) + g • (lower m *ᵥ v))
      simp only [dotProduct_add, add_dotProduct, dotProduct_smul, smul_dotProduct,
        smul_eq_mul] at h1
      rw [dotProduct_comm (mode m *ᵥ v) (lower m *ᵥ v)] at h1
      have h2 := mul_nonneg (sub_nonneg.mpr h) (hnn (lower m *ᵥ v))
      have h3 : 0 ≤ w * ((e + D / 2) * (v ⬝ᵥ v)) := by
        rw [add_mul, hq]
        linarith
      have h4 := (mul_nonneg_iff_of_pos_left hw).mp h3
      exact le_of_mul_le_mul_right (by linarith) hpos

/-- For `g ≠ 0`, the Rabi ground energy is at most `w/2 - √((D+w)²/4 + g²)`, and this
bound lies strictly below `-D/2`. -/
theorem rabi_groundEnergy_le (m : ℕ) (D w : ℝ) {g : ℝ} (hg : g ≠ 0) :
    ∃ E, IsGroundEnergy (rabi m D w g) E ∧ E ≤ w / 2 - √((D + w) ^ 2 / 4 + g ^ 2) ∧
      w / 2 - √((D + w) ^ 2 / 4 + g ^ 2) < -(D / 2) := by
  obtain ⟨E, hE⟩ := exists_groundEnergy (symmetric m D w g).2
  have hg2 : 0 < g ^ 2 := by positivity
  have hR := Real.sq_sqrt (show 0 ≤ (D + w) ^ 2 / 4 + g ^ 2 by positivity)
  have hR0 := Real.sqrt_nonneg ((D + w) ^ 2 / 4 + g ^ 2)
  set R := √((D + w) ^ 2 / 4 + g ^ 2)
  refine ⟨E, hE, ?_, by nlinarith⟩
  -- lower eigenvector of the block spanned by |g,0⟩ and |e,1⟩
  obtain ⟨y, hy⟩ : ∃ y, y = (D + w) / 2 - R := ⟨_, rfl⟩
  obtain ⟨v, hv⟩ : ∃ v : Fin 2 × Fin (m + 2) → ℝ,
    v = g • Pi.single (1, 0) 1 + y • Pi.single (0, 1) 1 := ⟨_, rfl⟩
  have hS : lower m *ᵥ v = y • Pi.single (1, 1) 1 := by
    simp only [hv, mulVec_add, mulVec_smul, lower_action, smul_zero, zero_add]
  have hB : mode m *ᵥ v = y • Pi.single (0, 0) 1 := by
    simp only [hv, mulVec_add, mulVec_smul, mode_action, smul_zero, zero_add]
  have hBS : v ⬝ᵥ ((mode m * lower m) *ᵥ v) = g * y := by
    rw [← mulVec_mulVec, hS, mulVec_smul, (mode_action m 1).2, hv]
    simp [mul_comm]
  have hSB : v ⬝ᵥ (((lower m)ᵀ * (mode m)ᵀ) *ᵥ v) = g * y := by
    rw [← transpose_mul, dotProduct_mulVec, vecMul_transpose, dotProduct_comm, hBS]
  have hvv : v ⬝ᵥ v = g ^ 2 + y ^ 2 := by
    rw [hv]
    simp
    ring
  have h := variational (symmetric m D w g).2 hE v
  rw [rabi, add_mulVec, smul_mulVec, add_mulVec, dotProduct_add,
    dotProduct_smul, dotProduct_add, hBS, hSB, jc_energy, hS, hB, hvv] at h
  simp at h
  have key : E * (g ^ 2 + y ^ 2) ≤ (w / 2 - R) * (g ^ 2 + y ^ 2) := by
    have hy2 : y ^ 2 = (D + w) * y + g ^ 2 := by rw [hy]; linear_combination hR
    have hRy : R = (D + w) / 2 - y := by linarith
    rw [hRy]
    linear_combination h - y * hy2
  exact le_of_mul_le_mul_right key (by positivity)

end

end RotatingWaveGroundState
```

```lean
#print axioms RotatingWaveGroundState.jc_groundEnergy_iff
-- 'RotatingWaveGroundState.jc_groundEnergy_iff' depends on axioms: [propext, Classical.choice, Quot.sound]
#print axioms RotatingWaveGroundState.rabi_groundEnergy_le
-- 'RotatingWaveGroundState.rabi_groundEnergy_le' depends on axioms: [propext, Classical.choice, Quot.sound]
```

## What the theorems say about a matrix in a code

`IsGroundEnergy H E` says that `E` is the least real number with a nonzero real eigenvector of `H`. The joint basis is `Fin 2 × Fin (m + 2)`, spin first, with spin index 0 excited and 1 ground, so `Pi.single (1, 0) 1` is \(|\mathrm g,0\rangle\). The matrices `mode m` and `lower m` are \(b\) and \(s_-\) on this joint space, and transposes stand for adjoints.

`jc_groundEnergy_iff` is the equivalence for every cutoff `m`, every real `D` and `g`, and `w > 0`, which means that each photon costs energy. `rabi_groundEnergy_le` assumes only `g ≠ 0`, meaning that the coupling is switched on; it provides a ground energy and both inequalities.

The equivalence fails if \(w>0\) is weakened to \(w\ge0\) with \(D\) unrestricted. Take \(w=g=0\) and \(D=-1\). Then \(g^2\le wD\) holds, but \(H_{\rm JC}=-Z/2\) has lowest eigenvalue \(-1/2\), whereas \(-D/2=1/2\).

The guarantee concerns the ideal matrices, not the rounding of a numerical eigensolver. The model has one spin, one mode with a finite cutoff and a real coupling of equal strength in both kinds of term; it has no bath and no diamagnetic term proportional to \((b+b^\dagger)^2\). For the Rabi model the theorem gives an upper bound, not the energy itself, and it says nothing about the size of the remaining difference.

## From the lemmas to the inequalities

`exists_eigenvector` supplies an eigenvector for each spectral value. `exists_groundEnergy` then picks the minimum of the finite, nonempty set of eigenvalues. `variational` shows that \(H-E\) has no negative eigenvalue and is therefore positive semidefinite, which is the eigenvector expansion above in matrix form.

`lower_action` and `mode_action` compute the few matrix elements that the trial states need. `jc_energy` is the expanded energy formula, obtained by moving transposes across the dot product. `symmetric` lets the variational bound apply to both Hamiltonians.

In `jc_groundEnergy_iff`, the forward direction inserts `t` into `variational` and cancels the positive factor \(w\). In the reverse direction, `module` finishes the eigenvector equation for \(|\mathrm g,0\rangle\). The term `h1` is the non-negative square and `h2` the remainder \((wD-g^2)\|s_-v\|^2\); `linarith` adds them.

In `rabi_groundEnergy_le`, `nlinarith` proves the strict inequality from \(R^2=(D+w)^2/4+g^2\). The equations `hBS` and `hSB` each give the counter-rotating contribution \(gy\), before the factor \(g\) in the Hamiltonian. Finally, `hy2` is the quadratic relation for \(y\), `linear_combination` uses it to simplify the energy, and the positive squared norm is cancelled.
